# A double-exchange bond with antiferromagnetic exchange A > 0 is canted for 0 < t < 4A and ferromagnetic from t = 4A

Two classical moments at angle $\theta\in[0,\pi]$ are coupled by antiferromagnetic exchange $A>0$ and by one electron that hops between them with amplitude $t\ge 0$. If a strong Hund coupling keeps the electron's spin parallel to the local moment and the electron occupies its lowest level, the bond energy is, up to a constant,

$$E(\theta)=-t\cos(\theta/2)+A\cos\theta .$$

It has exactly one minimiser $\theta_0$, and $\cos(\theta_0/2)=\min(1,t/(4A))$. This is the competition behind canted order in double-exchange magnets, reduced to a single bond with classical moments.

In Lean 4 with Mathlib:

```lean
import Mathlib

open Matrix Set
open scoped Real

namespace DoubleExchangeCanting

noncomputable section
```

## Half angle for the spinor, full angle for the moment

A rotation by $\theta$ about the $y$ axis acts on a spin 1/2 through the real Wigner matrix, here in the basis (up, down).

```lean
/-- The Wigner rotation matrix of a spin 1/2 for a rotation by `θ` about the y axis. -/
def wignerHalf (θ : ℝ) : Matrix (Fin 2) (Fin 2) ℝ :=
  !![Real.cos (θ / 2), -Real.sin (θ / 2); Real.sin (θ / 2), Real.cos (θ / 2)]
```

Its first column is the rotated spin-up state $\chi(\theta)$.

```lean
/-- The spin-up spinor rotated by the angle `θ`. -/
def spinor (θ : ℝ) : Fin 2 → ℝ := wignerHalf θ *ᵥ ![1, 0]
```

The direction of a moment is given by $\langle\sigma_x\rangle$ and $\langle\sigma_z\rangle$, stored as components 0 and 1. Since $\chi$ is real, $\langle\sigma_y\rangle=0$.

```lean
/-- The x and z components of the moment of a real spinor: if it is normalised, these are its
expectation values of the Pauli matrices `σx` and `σz`. -/
def moment (χ : Fin 2 → ℝ) : Fin 2 → ℝ :=
  ![χ ⬝ᵥ (!![0, 1; 1, 0] *ᵥ χ), χ ⬝ᵥ (!![1, 0; 0, -1] *ᵥ χ)]
```

The form of the energy is postulated. The hopping term stands for one electron in the bonding level of the bond, its spin locked to the local moment by a strong Hund coupling, so that the hopping amplitude is reduced by the spinor overlap. The exchange term is $A$ times the scalar product of unit moments, with the spin lengths absorbed in $A$.

```lean
/-- Energy of a bond between moments at angle `θ` in `[0, π]`: `-t` times the spinor overlap, plus
the exchange `A` times the scalar product of the moments. -/
def bondEnergy (t A θ : ℝ) : ℝ :=
  -t * (spinor 0 ⬝ᵥ spinor θ) + A * (moment (spinor 0) ⬝ᵥ moment (spinor θ))
```

With $c=\cos(\theta/2)$, the double-angle formula gives $\cos\theta=2c^2-1$.

```lean
/-- The cosine of an angle in terms of the cosine of its half. -/
private theorem cos_eq_half (θ : ℝ) : Real.cos θ = 2 * Real.cos (θ / 2) ^ 2 - 1 := by
  have h := Real.cos_two_mul (θ / 2)
  have h2 : 2 * (θ / 2) = θ := by ring
  rwa [h2] at h
```

On $[0,\pi]$ the half angle lies in $[0,\pi/2]$, where the cosine is injective, so $c$ determines $\theta$. The code uses injectivity on the larger interval $[0,\pi]$.

```lean
/-- Angles in `[0, π]` are determined by the cosine of their half. -/
private theorem eq_of_cos_half {θ φ : ℝ} (hθ : θ ∈ Icc 0 π) (hφ : φ ∈ Icc 0 π)
    (h : Real.cos (θ / 2) = Real.cos (φ / 2)) : θ = φ := by
  have h1 : θ / 2 ∈ Icc 0 π := ⟨by linarith [hθ.1], by linarith [hθ.1, hθ.2]⟩
  have h2 : φ / 2 ∈ Icc 0 π := ⟨by linarith [hφ.1], by linarith [hφ.1, hφ.2]⟩
  have h3 := Real.injOn_cos h1 h2 h
  linarith
```

Applying the matrix to $(1,0)$ gives $\chi(\theta)=(\cos(\theta/2),\sin(\theta/2))$, checked component by component.

```lean
/-- The rotated spinor has the components `cos (θ/2)` and `sin (θ/2)`. -/
theorem spinor_eq (θ : ℝ) : spinor θ = ![Real.cos (θ / 2), Real.sin (θ / 2)] := by
  ext i
  fin_cases i <;> simp [spinor, wignerHalf, Matrix.mulVec, dotProduct, Fin.sum_univ_succ]
```

For $\chi=(a,b)$ we have $\sigma_x\chi=(b,a)$ and $\sigma_z\chi=(a,-b)$, so the moment is $(2ab,\,a^2-b^2)$.

```lean
/-- The moment of the real spinor `(a, b)` is `(2ab, a² - b²)`. -/
theorem moment_eq (a b : ℝ) : moment ![a, b] = ![2 * a * b, a ^ 2 - b ^ 2] := by
  ext i
  fin_cases i <;> simp [moment, Matrix.mulVec, dotProduct, Fin.sum_univ_succ] <;> ring
```

The overlap $\chi(0)\cdot\chi(\theta)$ is therefore $\cos(\theta/2)$. The reference moment is $(0,1)$, so the scalar product of the moments is $\cos^2(\theta/2)-\sin^2(\theta/2)=\cos\theta$. The closing `linear_combination` supplies this last identity.

```lean
/-- The bond energy is `-t cos (θ/2) + A cos θ`: hopping sees the half angle, exchange the
full angle. -/
theorem bondEnergy_eq (t A θ : ℝ) :
    bondEnergy t A θ = -t * Real.cos (θ / 2) + A * Real.cos θ := by
  have h0 : spinor 0 = ![1, 0] := by simp [spinor_eq]
  have h1 := cos_eq_half θ
  have h2 := Real.sin_sq_add_cos_sq (θ / 2)
  unfold bondEnergy
  rw [h0, spinor_eq, moment_eq, moment_eq]
  simp only [dotProduct, Fin.sum_univ_two, Matrix.cons_val_zero, Matrix.cons_val_one]
  linear_combination (-A) * h1 - A * h2
```

## The energy as a quadratic in cos(θ/2)

In terms of $c$ the energy is $2Ac^2-tc-A$. Let $c_0=\cos(\theta_0/2)=\min(1,t/(4A))$. Then

$$E(\theta)-E(\theta_0)=2A(c-c_0)^2+(c-c_0)(4Ac_0-t).$$

If $t\le 4A$, then $4Ac_0=t$ and the last term vanishes. If $t\ge 4A$, then $c_0=1$, and the term is a product of the nonpositive factors $c-1$ and $4A-t$. In the code, `key` is the inequality for this term, proved in the same two cases.

Setting the derivative to zero instead calls for care:

$$E'(\theta)=\sin(\theta/2)\,\bigl(t/2-2A\cos(\theta/2)\bigr).$$

Dividing by $\sin(\theta/2)$ loses the solution $\theta=0$ when $t>4A$, and there it is the minimiser. At $t=4A$ the other factor also vanishes at $\theta=0$.

```lean
/-- For `A > 0`, if `cos (θ₀/2) = min(1, t/(4A))`, then any other angle costs at least
`2A (cos (θ/2) - cos (θ₀/2))²` in energy. -/
theorem bondEnergy_gap {t A θ₀ : ℝ} (hA : 0 < A)
    (h₀ : Real.cos (θ₀ / 2) = min 1 (t / (4 * A))) (θ : ℝ) :
    bondEnergy t A θ₀ + 2 * A * (Real.cos (θ / 2) - Real.cos (θ₀ / 2)) ^ 2
      ≤ bondEnergy t A θ := by
  have h4 : 0 < 4 * A := by positivity
  -- the part of the energy difference that is linear in the deviation is nonnegative
  have key : 0 ≤ (Real.cos (θ / 2) - Real.cos (θ₀ / 2)) * (4 * A * Real.cos (θ₀ / 2) - t) := by
    rcases le_total 1 (t / (4 * A)) with h | h
    · rw [min_eq_left h] at h₀
      rw [le_div_iff₀ h4] at h
      rw [h₀]
      nlinarith [mul_nonneg (sub_nonneg.2 (Real.cos_le_one (θ / 2))) (sub_nonneg.2 h)]
    · rw [min_eq_right h] at h₀
      have h5 := (eq_div_iff h4.ne').1 h₀
      have h6 : 4 * A * Real.cos (θ₀ / 2) - t = 0 := by linarith
      rw [h6, mul_zero]
  rw [bondEnergy_eq, bondEnergy_eq, cos_eq_half θ, cos_eq_half θ₀]
  nlinarith [key]
```

Since $0\le c_0\le1$, the angle $\theta_0=2\arccos c_0$ exists and lies in $[0,\pi]$. Any other angle there has $c\ne c_0$, so it costs at least $2A(c-c_0)^2>0$.

```lean
/-- For `t ≥ 0` and `A > 0` the bond energy has a unique minimiser `θ₀` on `[0, π]`, and
`cos (θ₀/2) = min(1, t/(4A))`. -/
theorem unique_minimiser {t A : ℝ} (ht : 0 ≤ t) (hA : 0 < A) :
    ∃ θ₀ ∈ Icc 0 π, Real.cos (θ₀ / 2) = min 1 (t / (4 * A)) ∧
      ∀ θ ∈ Icc 0 π, θ ≠ θ₀ → bondEnergy t A θ₀ < bondEnergy t A θ := by
  have hm : 0 ≤ min 1 (t / (4 * A)) := le_min zero_le_one (by positivity)
  have hc : Real.cos (2 * Real.arccos (min 1 (t / (4 * A))) / 2) = min 1 (t / (4 * A)) := by
    rw [mul_div_assoc, mul_div_left_comm, div_self two_ne_zero, mul_one]
    exact Real.cos_arccos (by linarith) (min_le_left _ _)
  have hI : 2 * Real.arccos (min 1 (t / (4 * A))) ∈ Icc 0 π :=
    ⟨by linarith [Real.arccos_nonneg (min 1 (t / (4 * A)))],
      by linarith [Real.arccos_le_pi_div_two.2 hm]⟩
  refine ⟨_, hI, hc, fun θ hθ hne => ?_⟩
  -- a different angle has a different half-angle cosine, so the gap is strict
  have hd := sub_ne_zero.2 fun h => hne (eq_of_cos_half hθ hI h)
  have hp := mul_pos (mul_pos two_pos hA) (sq_pos_of_ne_zero hd)
  linarith [bondEnergy_gap hA hc θ]
```

Hence the condition on the cosine characterises the minimiser. `IsMinOn (bondEnergy t A) (Icc 0 π) θ` says that no angle in $[0,\pi]$ has lower energy than $\theta$; that $\theta$ itself lies in the interval is the separate hypothesis `hθ`. In one direction, a minimiser different from $\theta_0$ would contradict the strict inequality; in the other, the energy gap is nonnegative.

```lean
/-- For `t ≥ 0` and `A > 0`, an angle in `[0, π]` minimises the bond energy there exactly when
`cos (θ/2) = min(1, t/(4A))`. -/
theorem minimiser_iff {t A θ : ℝ} (ht : 0 ≤ t) (hA : 0 < A) (hθ : θ ∈ Icc 0 π) :
    IsMinOn (bondEnergy t A) (Icc 0 π) θ ↔ Real.cos (θ / 2) = min 1 (t / (4 * A)) := by
  obtain ⟨θ₀, hI, hc, hlt⟩ := unique_minimiser ht hA
  constructor
  · intro hmin
    by_cases h : θ = θ₀
    · rw [h, hc]
    · exact absurd (isMinOn_iff.1 hmin θ₀ hI) (not_le_of_gt (hlt θ hθ h))
  · intro h
    refine isMinOn_iff.2 fun φ _ => ?_
    have hp : 0 ≤ 2 * A * (Real.cos (φ / 2) - Real.cos (θ / 2)) ^ 2 := by positivity
    linarith [bondEnergy_gap hA h φ]
```

## Ferromagnetic, canted and antiparallel moments

The minimiser is $\theta=0$ exactly when $\min(1,t/(4A))=1$, that is, when $t\ge4A$.

```lean
/-- For `t ≥ 0` and `A > 0`, the minimising angle in `[0, π]` is zero (full ferromagnetism)
exactly when `t ≥ 4A`. -/
theorem ferromagnetic_iff {t A θ : ℝ} (ht : 0 ≤ t) (hA : 0 < A) (hθ : θ ∈ Icc 0 π)
    (hmin : IsMinOn (bondEnergy t A) (Icc 0 π) θ) : θ = 0 ↔ 4 * A ≤ t := by
  have h4 : 0 < 4 * A := by positivity
  have h := (minimiser_iff ht hA hθ).1 hmin
  constructor
  · intro h0
    rw [h0, zero_div, Real.cos_zero] at h
    have h1 := (le_div_iff₀ h4).1 (min_eq_left_iff.1 h.symm)
    linarith
  · intro h0
    rw [min_eq_left ((le_div_iff₀ h4).2 (by linarith))] at h
    exact eq_of_cos_half hθ ⟨le_rfl, Real.pi_pos.le⟩ (by rw [h, zero_div, Real.cos_zero])
```

It is $\theta=\pi$ exactly when $\min(1,t/(4A))=0$, that is, when $t=0$. Between these cases the moments are canted: any positive hopping, however small, tilts them away from the antiparallel arrangement.

```lean
/-- For `t ≥ 0` and `A > 0`, the minimising angle in `[0, π]` lies strictly between the
ferromagnetic value 0 and the antiferromagnetic value `π` exactly when `0 < t < 4A`. -/
theorem canted_iff {t A θ : ℝ} (ht : 0 ≤ t) (hA : 0 < A) (hθ : θ ∈ Icc 0 π)
    (hmin : IsMinOn (bondEnergy t A) (Icc 0 π) θ) :
    (0 < θ ∧ θ < π) ↔ (0 < t ∧ t < 4 * A) := by
  have hf := ferromagnetic_iff ht hA hθ hmin
  have h := (minimiser_iff ht hA hθ).1 hmin
  constructor
  · rintro ⟨h0, hπ⟩
    refine ⟨lt_of_le_of_ne ht fun h1 => hπ.ne ?_, lt_of_not_ge fun h1 => h0.ne' (hf.2 h1)⟩
    -- without hopping the moments are antiparallel
    rw [← h1, zero_div, min_eq_right zero_le_one] at h
    exact eq_of_cos_half hθ ⟨Real.pi_pos.le, le_rfl⟩ (by rw [h, Real.cos_pi_div_two])
  · rintro ⟨h0, h1⟩
    refine ⟨lt_of_le_of_ne hθ.1 fun h2 => not_le_of_gt h1 (hf.1 h2.symm),
      lt_of_le_of_ne hθ.2 fun h2 => ?_⟩
    -- any hopping makes the half-angle cosine positive
    have hp : 0 < min 1 (t / (4 * A)) := lt_min one_pos (by positivity)
    rw [← h, h2, Real.cos_pi_div_two] at hp
    exact lt_irrefl _ hp
```

For $t\le4A$ we insert $c_0=t/(4A)$ into the quadratic:

$$E(\theta_0)=\frac{t^2}{8A}-\frac{t^2}{4A}-A=-A-\frac{t^2}{8A}.$$

The code writes $t^2/(8A)$ as $2Ac_0^2$ and finishes with $4Ac_0=t$.

```lean
/-- For `A > 0` and `0 ≤ t ≤ 4A`, the minimal bond energy on `[0, π]` is `-A - t²/(8A)`. -/
theorem ground_energy {t A θ : ℝ} (ht : 0 ≤ t) (hA : 0 < A) (htA : t ≤ 4 * A)
    (hθ : θ ∈ Icc 0 π) (hmin : IsMinOn (bondEnergy t A) (Icc 0 π) θ) :
    bondEnergy t A θ = -A - t ^ 2 / (8 * A) := by
  have h4 : 0 < 4 * A := by positivity
  have h8 : 8 * A ≠ 0 := by positivity
  have h := (minimiser_iff ht hA hθ).1 hmin
  rw [min_eq_right ((div_le_iff₀ h4).2 (by linarith))] at h
  have hc := (eq_div_iff h4.ne').1 h
  have hq : t ^ 2 / (8 * A) = 2 * A * Real.cos (θ / 2) ^ 2 := by
    rw [div_eq_iff h8, ← hc]
    ring
  rw [bondEnergy_eq, cos_eq_half θ, hq]
  linear_combination Real.cos (θ / 2) * hc

end

end DoubleExchangeCanting
```

For $t\ge4A$, the same substitution with $c_0=1$ gives the energy $A-t$, a companion formula left here without a formal proof. Both expressions equal $-3A$ at $t=4A$.

```lean
#print axioms DoubleExchangeCanting.canted_iff
#print axioms DoubleExchangeCanting.ground_energy
```

```
'DoubleExchangeCanting.canted_iff' depends on axioms: [propext, Classical.choice, Quot.sound]
'DoubleExchangeCanting.ground_energy' depends on axioms: [propext, Classical.choice, Quot.sound]
```
